# Seniority-zero minimum energies of the two-electron Hubbard dimer at every orbital angle

Two electrons in a singlet on two sites, with hopping amplitude $-t$ and on-site repulsion $U$, have energy exactly $U$ in every normalised real seniority-zero state built from the site orbitals. In orbitals rotated by $\theta$, the seniority-zero minimum is, with $S=\sin 2\theta$,

$$E(\theta)=U-\tfrac12\Big(US^2+\sqrt{U^2S^4+16t^2S^2}\Big).$$

At 45 degrees this is $(U-\sqrt{U^2+16t^2})/2$, the minimum over all real singlets. These statements hold for all real $t$ and $U$. If $U\ge 0$ and $t\ne0$, the two minima agree exactly when $S^2=1$.

In this two-site, two-electron model with $t\ne0$, the lowest energy of a wavefunction restricted to doubly occupied orbitals thus depends on the choice of orbitals.

## From site amplitudes to a two-level problem

Let $M_{ij}$ be the amplitude for electron 1 on site $i$ and electron 2 on site $j$. A singlet has symmetric $M$, with diagonal entries $a,d$ and off-diagonal entry $b$. Its squared norm and energy are

$$N=a^2+d^2+2b^2,\qquad E=U(a^2+d^2)-4tb(a+d).$$

If $b=0$ and $N=1$, then $E=U$.

In a seniority-zero state both electrons always share an orbital. For such a state in the rotated orbitals, let $p,q$ be the amplitudes for the pair to occupy the first and the second orbital. Then

$$a=p\cos^2\theta+q\sin^2\theta,\quad d=p\sin^2\theta+q\cos^2\theta,\quad b=\tfrac S2(p-q).$$

Hence $a+d=p+q$ and $a^2+d^2=(1-S^2/2)(p^2+q^2)+S^2pq$. Substitution gives $N=p^2+q^2$ and $E=Ap^2+2Bpq+Dq^2$, where

$$A=U(1-\tfrac{S^2}2)-2tS,\quad D=U(1-\tfrac{S^2}2)+2tS,\quad B=\tfrac{US^2}2.$$

The minimum is the lower root $\lambda=(A+D-w)/2$, with $w=\sqrt{(A-D)^2+4B^2}$. To see this, put $\alpha=(A-D+w)/2$ and $\beta=(D-A+w)/2$, so that $\alpha+\beta=w$ and $\alpha\beta=B^2$. Then

$$w(E-\lambda N)=(\alpha p+Bq)^2+(Bp+\beta q)^2\ge0.$$

If $w=0$, then $A=D$, $B=0$ and $E=\lambda N$. The root is attained at $(-B,\alpha)/\sqrt{B^2+\alpha^2}$, or at $(1,0)$ if $B=\alpha=0$. Inserting $A,B,D$ gives $E(\theta)$.

For an arbitrary singlet put $x=a+d$ and $y=2b$:

$$N=\tfrac12(a-d)^2+\tfrac12(x^2+y^2),\qquad E=\tfrac U2(a-d)^2+\tfrac12(Ux^2-4txy).$$

The second part is a two-level form with lower root $l=(U-\sqrt{U^2+16t^2})/2$. Since $l\le U$, we get $E\ge lN$, and the 45-degree minimiser attains the bound.

For $t=1$, $U=3$ the site energy is $3$ and the minimum is $(3-5)/2=-1$. At 45 degrees it is reached by $(p,q)=(3,-1)/\sqrt{10}$, that is, $a=d=1/\sqrt{10}$ and $b=2/\sqrt{10}$. Indeed $E=3\cdot0.2-4\cdot0.4=-1$.

## The dimer as real matrices

In Lean 4 with Mathlib:

```lean
import Mathlib

open Matrix

namespace SeniorityZeroDimer

noncomputable section
```

Sites are indexed by `Fin 2`, and all amplitudes are real.

```lean
/-- Hopping between two sites with amplitude `-t`. -/
def hopping (t : ℝ) : Matrix (Fin 2) (Fin 2) ℝ := !![0, -t; -t, 0]
```

The two products in `ham` let each electron hop; the diagonal term charges $U$ for double occupation.

```lean
/-- The Hubbard dimer Hamiltonian acting on a two-electron spatial wavefunction `M`:
each electron hops, and double occupation of a site costs `U`. -/
def ham (t U : ℝ) (M : Matrix (Fin 2) (Fin 2) ℝ) : Matrix (Fin 2) (Fin 2) ℝ :=
  hopping t * M + M * hopping t + U • Matrix.diagonal (fun i => M i i)
```

Normalisation is `overlap M M = 1`, so `energy` needs no denominator.

```lean
/-- The inner product `tr (Mᵀ N)` of two real two-electron wavefunctions. -/
def overlap (M N : Matrix (Fin 2) (Fin 2) ℝ) : ℝ := Matrix.trace (Mᵀ * N)

/-- The energy expectation `⟨M, H(M)⟩`, without division by the norm. -/
def energy (t U : ℝ) (M : Matrix (Fin 2) (Fin 2) ℝ) : ℝ := overlap M (ham t U M)
```

The columns of `rot θ` are the new orbitals. At 45 degrees they are the bonding and antibonding orbitals.

```lean
/-- Rotation of the two site orbitals by the angle `θ`. -/
def rot (θ : ℝ) : Matrix (Fin 2) (Fin 2) ℝ :=
  !![Real.cos θ, -Real.sin θ; Real.sin θ, Real.cos θ]
```

In the next definition, `d 0` and `d 1` are the pair amplitudes $p$ and $q$.

```lean
/-- `M` has seniority zero in the orbitals rotated by `θ`: it is diagonal in that basis,
so both electrons always share an orbital. -/
def IsSeniorityZero (θ : ℝ) (M : Matrix (Fin 2) (Fin 2) ℝ) : Prop :=
  ∃ d : Fin 2 → ℝ, M = rot θ * Matrix.diagonal d * (rot θ)ᵀ
```

The last two definitions are $\lambda$ and $E(\theta)$. That `pairEnergy` is a minimum is proved later.

```lean
/-- The lower root of the two-level secular equation with diagonal elements `A`, `D`
and coupling `B`. -/
def lowerLevel (A B D : ℝ) : ℝ := (A + D - Real.sqrt ((A - D) ^ 2 + 4 * B ^ 2)) / 2

/-- A closed expression in the hopping, the repulsion and the orbital angle `θ`. -/
def pairEnergy (t U θ : ℝ) : ℝ :=
  U - (U * Real.sin (2 * θ) ^ 2 +
    Real.sqrt (U ^ 2 * Real.sin (2 * θ) ^ 4 + 16 * t ^ 2 * Real.sin (2 * θ) ^ 2)) / 2
```

## Norm, energy and rotated pairs in site entries

These three lemmas are the formulas for $N$, $E$ and $(a,b,d)$, obtained by expanding the matrix products.

```lean
/-- The squared norm of a singlet in terms of its site amplitudes. -/
theorem overlap_self (a b d : ℝ) :
    overlap !![a, b; b, d] !![a, b; b, d] = a ^ 2 + d ^ 2 + 2 * b ^ 2 := by
  simp [overlap, Matrix.trace_fin_two, Matrix.mul_apply, Fin.sum_univ_two]
  ring

/-- The energy of a singlet: repulsion acts on the doubly occupied sites, and hopping
couples them to the covalent amplitude `b`. -/
theorem energy_formula (t U a b d : ℝ) :
    energy t U !![a, b; b, d] = U * (a ^ 2 + d ^ 2) - 4 * t * b * (a + d) := by
  simp [energy, overlap, ham, hopping, Matrix.trace_fin_two, Matrix.mul_apply,
    Fin.sum_univ_two]
  ring

/-- A seniority-zero state in rotated orbitals, written in the site basis. -/
theorem rotated_pair (θ : ℝ) (d : Fin 2 → ℝ) :
    rot θ * Matrix.diagonal d * (rot θ)ᵀ =
      !![Real.cos θ ^ 2 * d 0 + Real.sin θ ^ 2 * d 1, Real.cos θ * Real.sin θ * (d 0 - d 1);
        Real.cos θ * Real.sin θ * (d 0 - d 1),
        Real.sin θ ^ 2 * d 0 + Real.cos θ ^ 2 * d 1] := by
  have hd : Matrix.diagonal d = !![d 0, 0; 0, d 1] := by
    ext i j
    fin_cases i <;> fin_cases j <;> simp
  rw [hd]
  ext i j
  fin_cases i <;> fin_cases j <;>
    simp [rot, Matrix.mul_apply, Fin.sum_univ_two] <;> ring
```

## The lower root as an attained bound

The proof splits on $w=0$ or $w>0$. In the second case `key` is the sum-of-squares identity, and dividing by $w$ gives the bound.

```lean
/-- The lower root times the squared norm `p ^ 2 + q ^ 2` bounds the energy form of a real two-level
system from below. -/
theorem lowerLevel_le (A B D p q : ℝ) :
    lowerLevel A B D * (p ^ 2 + q ^ 2) ≤ A * p ^ 2 + 2 * B * p * q + D * q ^ 2 := by
  have hw0 := Real.sqrt_nonneg ((A - D) ^ 2 + 4 * B ^ 2)
  have hw := Real.sq_sqrt (show 0 ≤ (A - D) ^ 2 + 4 * B ^ 2 by positivity)
  unfold lowerLevel
  generalize Real.sqrt ((A - D) ^ 2 + 4 * B ^ 2) = w at hw0 hw ⊢
  rcases hw0.eq_or_lt with h | h
  · -- degenerate levels: the form is a multiple of the squared norm
    subst h
    have hB : B = 0 := by
      have h2 : B ^ 2 = 0 := by nlinarith [sq_nonneg (A - D), sq_nonneg B]
      exact (pow_eq_zero_iff two_ne_zero).mp h2
    have hAD : A - D = 0 := by
      have h2 : (A - D) ^ 2 = 0 := by nlinarith [sq_nonneg (A - D), sq_nonneg B]
      exact (pow_eq_zero_iff two_ne_zero).mp h2
    have hA : A = D := by linarith
    rw [hB, hA]
    apply le_of_eq
    ring
  · -- the gap times the excess energy is a sum of squares
    have key : w * (A * p ^ 2 + 2 * B * p * q + D * q ^ 2
        - (A + D - w) / 2 * (p ^ 2 + q ^ 2)) =
        ((A - D + w) / 2 * p + B * q) ^ 2 + (B * p + (D - A + w) / 2 * q) ^ 2 := by
      linear_combination ((p ^ 2 + q ^ 2) / 4) * hw
    have h2 : 0 ≤ w * (A * p ^ 2 + 2 * B * p * q + D * q ^ 2
        - (A + D - w) / 2 * (p ^ 2 + q ^ 2)) := by
      rw [key]
      positivity
    have h3 := (mul_nonneg_iff_of_pos_left h).mp h2
    linarith
```

Attainment uses the normalised vector above, with $\alpha$ called `a` and the norm called `r`.

```lean
/-- A normalised state of the two-level system attains the lower root. -/
theorem lowerLevel_attained (A B D : ℝ) :
    ∃ p q : ℝ, p ^ 2 + q ^ 2 = 1 ∧
      A * p ^ 2 + 2 * B * p * q + D * q ^ 2 = lowerLevel A B D := by
  have hw := Real.sq_sqrt (show 0 ≤ (A - D) ^ 2 + 4 * B ^ 2 by positivity)
  unfold lowerLevel
  generalize Real.sqrt ((A - D) ^ 2 + 4 * B ^ 2) = w at hw ⊢
  obtain ⟨a, ha⟩ : ∃ a : ℝ, a = (A - D + w) / 2 := ⟨_, rfl⟩
  by_cases hn : B ^ 2 + a ^ 2 = 0
  · have h2 : a ^ 2 = 0 := by nlinarith [sq_nonneg B, sq_nonneg a]
    have h0 : a = 0 := (pow_eq_zero_iff two_ne_zero).mp h2
    exact ⟨1, 0, by norm_num, by linear_combination h0 - ha⟩
  · -- normalise the eigenvector (-B, a)
    obtain ⟨r, hr⟩ : ∃ r : ℝ, r ^ 2 = B ^ 2 + a ^ 2 :=
      ⟨Real.sqrt (B ^ 2 + a ^ 2), Real.sq_sqrt (by positivity)⟩
    refine ⟨-B / r, a / r, ?_, ?_⟩
    · have e : (-B / r) ^ 2 + (a / r) ^ 2 = (B ^ 2 + a ^ 2) / r ^ 2 := by ring
      rw [e, hr, div_self hn]
    · have e : A * (-B / r) ^ 2 + 2 * B * (-B / r) * (a / r) + D * (a / r) ^ 2 =
          (A * B ^ 2 - 2 * B ^ 2 * a + D * a ^ 2) / r ^ 2 := by ring
      rw [e, hr, div_eq_iff hn]
      subst ha
      linear_combination ((A - D + w) / 8) * hw
```

## Minima at a fixed angle and over all singlets

`IsLeast` says that the value is attained and is a lower bound. Here `hE` and `hN` reduce energy and norm to the pair amplitudes using $\sin^2\theta+\cos^2\theta=1$; `key` identifies the root with `pairEnergy`.

```lean
/-- For orbitals rotated by any angle `θ`, the minimum energy of normalised
seniority-zero states is `pairEnergy t U θ`. -/
theorem seniorityZero_minimum (t U θ : ℝ) :
    IsLeast (energy t U '' {M | IsSeniorityZero θ M ∧ overlap M M = 1})
      (pairEnergy t U θ) := by
  have h := Real.sin_sq_add_cos_sq θ
  obtain ⟨A, hA⟩ : ∃ A : ℝ, A = U * (1 - Real.sin (2 * θ) ^ 2 / 2)
    - 2 * t * Real.sin (2 * θ) := ⟨_, rfl⟩
  obtain ⟨D, hD⟩ : ∃ D : ℝ, D = U * (1 - Real.sin (2 * θ) ^ 2 / 2)
    + 2 * t * Real.sin (2 * θ) := ⟨_, rfl⟩
  obtain ⟨B, hB⟩ : ∃ B : ℝ, B = U * Real.sin (2 * θ) ^ 2 / 2 := ⟨_, rfl⟩
  have key : lowerLevel A B D = pairEnergy t U θ := by
    have e : (A - D) ^ 2 + 4 * B ^ 2 =
        U ^ 2 * Real.sin (2 * θ) ^ 4 + 16 * t ^ 2 * Real.sin (2 * θ) ^ 2 := by
      rw [hA, hB, hD]; ring
    unfold lowerLevel pairEnergy
    rw [e, hA, hD]
    ring
  -- energy and norm in terms of the two pair amplitudes
  have hE : ∀ d : Fin 2 → ℝ, energy t U (rot θ * Matrix.diagonal d * (rot θ)ᵀ) =
      A * d 0 ^ 2 + 2 * B * d 0 * d 1 + D * d 1 ^ 2 := by
    intro d
    rw [rotated_pair, energy_formula, hA, hB, hD, Real.sin_two_mul]
    linear_combination (U * (d 0 ^ 2 + d 1 ^ 2) * (Real.sin θ ^ 2 + Real.cos θ ^ 2 + 1)
      - 4 * t * Real.cos θ * Real.sin θ * (d 0 ^ 2 - d 1 ^ 2)) * h
  have hN : ∀ d : Fin 2 → ℝ, overlap (rot θ * Matrix.diagonal d * (rot θ)ᵀ)
      (rot θ * Matrix.diagonal d * (rot θ)ᵀ) = d 0 ^ 2 + d 1 ^ 2 := by
    intro d
    rw [rotated_pair, overlap_self]
    linear_combination ((d 0 ^ 2 + d 1 ^ 2) * (Real.sin θ ^ 2 + Real.cos θ ^ 2 + 1)) * h
  constructor
  · obtain ⟨p, q, hpq, he⟩ := lowerLevel_attained A B D
    exact ⟨_, ⟨⟨![p, q], rfl⟩, (hN _).trans hpq⟩, (hE _).trans (he.trans key)⟩
  · rintro _ ⟨M, ⟨⟨d, rfl⟩, hn⟩, rfl⟩
    rw [hN] at hn
    rw [hE, ← key]
    have h1 := lowerLevel_le A B D (d 0) (d 1)
    rwa [hn, mul_one] at h1
```

For normalised seniority-zero states in the site orbitals, whose matrices $M$ are diagonal, the set of energies is the single point $U$.

```lean
/-- In the site basis every normalised diagonal state has energy `U`. -/
theorem site_energies (t U : ℝ) :
    energy t U '' {M | M.IsDiag ∧ overlap M M = 1} = {U} := by
  ext e
  constructor
  · rintro ⟨M, ⟨hd, hn⟩, rfl⟩
    have h01 : M 0 1 = 0 := hd (by decide)
    have h10 : M 1 0 = 0 := hd (by decide)
    have hM : M = !![M 0 0, 0; 0, M 1 1] := by
      ext i j
      fin_cases i <;> fin_cases j <;> simp [h01, h10]
    rw [hM, overlap_self] at hn
    rw [Set.mem_singleton_iff, hM, energy_formula]
    linear_combination U * hn
  · intro he
    rw [Set.mem_singleton_iff] at he
    refine ⟨!![1, 0; 0, 0], ⟨?_, ?_⟩, ?_⟩
    · intro i j hij
      fin_cases i <;> fin_cases j <;> simp at hij ⊢
    · rw [overlap_self]; norm_num
    · rw [energy_formula, he]; ring
```

Next, `M.IsSymm` selects the singlets. The bounds `h1` and `h2` are the two-level inequality for $(x,y)$ and $l\le U$; the final `nlinarith` weights the latter by $(a-d)^2$.

```lean
/-- The minimum over all normalised singlets is `(U - √(U² + 16t²))/2`, and
seniority-zero states in the orbitals rotated by 45 degrees have the same minimum. -/
theorem bond_minimum_eq_full_minimum (t U : ℝ) :
    IsLeast (energy t U '' {M | IsSeniorityZero (Real.pi / 4) M ∧ overlap M M = 1})
      ((U - Real.sqrt (U ^ 2 + 16 * t ^ 2)) / 2) ∧
    IsLeast (energy t U '' {M | M.IsSymm ∧ overlap M M = 1})
      ((U - Real.sqrt (U ^ 2 + 16 * t ^ 2)) / 2) := by
  have hb := seniorityZero_minimum t U (Real.pi / 4)
  have e : pairEnergy t U (Real.pi / 4) = (U - Real.sqrt (U ^ 2 + 16 * t ^ 2)) / 2 := by
    unfold pairEnergy
    rw [show 2 * (Real.pi / 4) = Real.pi / 2 by ring, Real.sin_pi_div_two,
      show U ^ 2 * 1 ^ 4 + 16 * t ^ 2 * 1 ^ 2 = U ^ 2 + 16 * t ^ 2 by ring]
    ring
  rw [e] at hb
  refine ⟨hb, ?_, ?_⟩
  · obtain ⟨⟨M, ⟨⟨d, hM⟩, hn⟩, he⟩, _⟩ := hb
    refine ⟨M, ⟨?_, hn⟩, he⟩
    rw [hM, rotated_pair]
    apply Matrix.IsSymm.ext
    intro i j
    fin_cases i <;> fin_cases j <;> rfl
  · rintro _ ⟨M, ⟨hs, hn⟩, rfl⟩
    have h10 : M 1 0 = M 0 1 := hs.apply 0 1
    have hM : M = !![M 0 0, M 0 1; M 0 1, M 1 1] := by
      ext i j
      fin_cases i <;> fin_cases j <;> simp [h10]
    rw [hM, overlap_self] at hn
    rw [hM, energy_formula]
    have hl : lowerLevel U (-2 * t) 0 = (U - Real.sqrt (U ^ 2 + 16 * t ^ 2)) / 2 := by
      unfold lowerLevel
      rw [show (U - 0) ^ 2 + 4 * (-2 * t) ^ 2 = U ^ 2 + 16 * t ^ 2 by ring, add_zero]
    -- the difference of the diagonal amplitudes decouples, with energy U
    have h1 := lowerLevel_le U (-2 * t) 0 (M 0 0 + M 1 1) (2 * M 0 1)
    have h2 := lowerLevel_le U (-2 * t) 0 1 0
    rw [← hl]
    generalize lowerLevel U (-2 * t) 0 = l at h1 h2 ⊢
    have h3 : 0 ≤ U - l := by linarith
    have h4 : l * (M 0 0 ^ 2 + M 1 1 ^ 2 + 2 * M 0 1 ^ 2) = l := by rw [hn, mul_one]
    nlinarith [mul_nonneg h3 (sq_nonneg (M 0 0 - M 1 1))]
```

## The angles that reach the full minimum

With $z=S^2$, the proof compares $Uz+\sqrt{U^2z^2+16t^2z}$ with its value at $z=1$. If $z<1$, the square root is strictly smaller and $Uz\le U$, so the energies differ.

The equivalence fails for $t=U=0$: at $\theta=0$ both energies vanish, yet $S^2=0$. This example excludes only the simultaneous vanishing of $t$ and $U$; for $t=0$ and $U>0$, $E(\theta)=U(1-S^2)$ still reaches the full minimum $0$ only at $S^2=1$.

```lean
/-- For non-zero hopping and non-negative `U`, `pairEnergy t U θ` equals
`(U - √(U² + 16t²))/2` exactly when `sin² 2θ = 1`. -/
theorem exact_iff (t U θ : ℝ) (hU : 0 ≤ U) (ht : t ≠ 0) :
    pairEnergy t U θ = (U - Real.sqrt (U ^ 2 + 16 * t ^ 2)) / 2 ↔
      Real.sin (2 * θ) ^ 2 = 1 := by
  have hz := sq_nonneg (Real.sin (2 * θ))
  have hz1 := Real.sin_sq_le_one (2 * θ)
  unfold pairEnergy
  rw [show Real.sin (2 * θ) ^ 4 = (Real.sin (2 * θ) ^ 2) ^ 2 by ring]
  generalize Real.sin (2 * θ) ^ 2 = z at hz hz1 ⊢
  constructor
  · intro h
    by_contra hne
    have hlt : z < 1 := lt_of_le_of_ne hz1 hne
    have ht2 : 0 < t ^ 2 := by positivity
    have hz2 : z ^ 2 ≤ 1 := by nlinarith
    have hs : Real.sqrt (U ^ 2 * z ^ 2 + 16 * t ^ 2 * z) <
        Real.sqrt (U ^ 2 + 16 * t ^ 2) := by
      apply Real.sqrt_lt_sqrt (by positivity)
      nlinarith [mul_nonneg (sq_nonneg U) (sub_nonneg.2 hz2), mul_pos ht2 (sub_pos.2 hlt)]
    nlinarith [mul_nonneg hU (sub_nonneg.2 hz1)]
  · intro h
    rw [h, show U ^ 2 * 1 ^ 2 + 16 * t ^ 2 * 1 = U ^ 2 + 16 * t ^ 2 by ring]
    ring

end

end SeniorityZeroDimer
```

```lean
#print axioms SeniorityZeroDimer.seniorityZero_minimum
#print axioms SeniorityZeroDimer.site_energies
#print axioms SeniorityZeroDimer.bond_minimum_eq_full_minimum
#print axioms SeniorityZeroDimer.exact_iff
```

```
'SeniorityZeroDimer.seniorityZero_minimum' depends on axioms: [propext, Classical.choice, Quot.sound]
'SeniorityZeroDimer.site_energies' depends on axioms: [propext, Classical.choice, Quot.sound]
'SeniorityZeroDimer.bond_minimum_eq_full_minimum' depends on axioms: [propext, Classical.choice, Quot.sound]
'SeniorityZeroDimer.exact_iff' depends on axioms: [propext, Classical.choice, Quot.sound]
```
